# Equal M_J counts and equal J content of an lⁿ shell in LS and jj labelling

Take one p electron, l = 1, and double all half-integers. The six spin orbitals (m_l, m_s) have 2m_j = 2m_l + 2m_s equal to 3, 1, −1 for spin up and 1, −1, −3 for spin down. The j = 3/2 subshell has 2m_j = 3, 1, −1, −3 and the j = 1/2 subshell has 1, −1. The two lists agree, so they can be paired off at fixed m_j, and any choice of n entries from one list is matched by a choice from the other with the same sum.

The jj-LS transformation proper is a unitary change of basis between coupled many-electron states; only its counting consequence is proved here, with no state vectors or operators. For a single lⁿ shell, with determinants modelled as subsets, this underlies the check that the LS terms and all the jj configurations together give the same J values equally often.

```lean
import Mathlib

open Finset

namespace JJLSCounting
```

## The model

A multiplet of doubled angular momentum J contains the doubled projections T = −J, −J + 2, …, J.

```lean
/-- The doubled projection `T = 2M` occurs in the multiplet of doubled angular momentum
`J`: it lies between `-J` and `J` and differs from `J` by an even integer. -/
def InMultiplet (J T : ℤ) : Prop := -J ≤ T ∧ T ≤ J ∧ (J - T) % 2 = 0

instance (J T : ℤ) : Decidable (InMultiplet J T) := by
  unfold InMultiplet
  infer_instance
```

A spin orbital is a pair (m_l, 2m_s) with −l ≤ m_l ≤ l and 2m_s = ±1, weighted by 2m_j.

```lean
/-- The spin orbitals `(m_l, 2 m_s)` of a shell of orbital angular momentum `l`. -/
noncomputable def lsOrbitals (l : ℕ) : Finset (ℤ × ℤ) :=
  Finset.Icc (-(l : ℤ)) l ×ˢ ({1, -1} : Finset ℤ)

/-- The doubled projection `2 m_j = 2 m_l + 2 m_s` of a spin orbital. -/
def lsTwoMJ (p : ℤ × ℤ) : ℤ := 2 * p.1 + p.2
```

A jj state is a pair (2j, 2m_j) with 2j = 2l + 1 or 2l − 1. The label is an integer, so for l = 0 the second subshell has range from 1 to −1 and is empty.

```lean
/-- The one-electron states `(2j, 2 m_j)` of the subshell with `2j = J`. -/
noncomputable def jShell (J : ℤ) : Finset (ℤ × ℤ) :=
  ({J} : Finset ℤ) ×ˢ (Finset.Icc (-J) J).filter (fun m => InMultiplet J m)

/-- The one-electron states `(2j, 2 m_j)` with `j = l + 1/2` or `j = l - 1/2`
(the second subshell is empty for `l = 0`). -/
noncomputable def jjStates (l : ℕ) : Finset (ℤ × ℤ) :=
  jShell (2 * (l : ℤ) + 1) ∪ jShell (2 * (l : ℤ) - 1)
```

The exclusion principle enters as a definition: an n-electron determinant is an n-element subset, and its 2M_J is the sum of the weights. The jj count runs over all distributions of the electrons between both subshells; a single configuration is in general not enough: (p₁/₂)² has one state against the fifteen of p².

```lean
/-- The number of `n`-element subsets of the one-particle states `S` whose weights `w`
add up to `T`. -/
def microstates {α : Type*} (S : Finset α) (w : α → ℤ) (n : ℕ) (T : ℤ) : ℕ :=
  ((S.powersetCard n).filter (fun A => ∑ x ∈ A, w x = T)).card

/-- The number of `n`-element subsets of LS spin orbitals with total `2 M_J = T`. -/
noncomputable def lsCount (l n : ℕ) (T : ℤ) : ℕ := microstates (lsOrbitals l) lsTwoMJ n T

/-- The number of `n`-element subsets of jj states with total `2 M_J = T`. -/
noncomputable def jjCount (l n : ℕ) (T : ℤ) : ℕ :=
  microstates (jjStates l) (fun p => p.2) n T
```

The pairing for general l keeps 2m_j and sets

j = l + 1/2 if m_s = +1/2 or m_l = −l,
j = l − 1/2 otherwise.

It is a relabelling and does not say that a spin orbital is an eigenstate of j².

```lean
/-- A relabelling of spin orbitals by jj states that keeps `2 m_j`: spin-up orbitals and
those with `m_l = -l` go to `j = l + 1/2`, all others to `j = l - 1/2`. -/
def lsToJJ (l : ℕ) (p : ℤ × ℤ) : ℤ × ℤ :=
  (if p.2 = 1 ∨ p.1 = -(l : ℤ) then 2 * (l : ℤ) + 1 else 2 * (l : ℤ) - 1, lsTwoMJ p)
```

For a multiset c of values 2J, `multipletCount c T` is the number of its multiplets containing T. Such a c is a J content of a counting function N when

N(T) = number of multiplets of c containing T, for every integer T.

```lean
/-- For a multiset `c` of values `2J`, the number of its multiplets that contain the
doubled projection `T`. -/
def multipletCount (c : Multiset ℕ) (T : ℤ) : ℕ :=
  c.countP (fun J : ℕ => InMultiplet (J : ℤ) T)

/-- The multiset `c` of values `2J` is a J content of the state count `N`: for each `T`,
`N T` is the number of multiplets of `c` containing `T`. -/
def IsJContent (N : ℤ → ℕ) (c : Multiset ℕ) : Prop := ∀ T : ℤ, N T = multipletCount c T
```

## Equal counts

Two lemmas restate membership as equations and inequalities between integers.

```lean
/-- A pair lies in the subshell `2j = J` exactly when its first label is `J` and its second
label is a projection of that multiplet. -/
theorem mem_jShell {J : ℤ} {p : ℤ × ℤ} : p ∈ jShell J ↔ p.1 = J ∧ InMultiplet J p.2 := by
  simp only [jShell, Finset.mem_product, Finset.mem_singleton, Finset.mem_filter,
    Finset.mem_Icc]
  exact ⟨fun h => ⟨h.1, h.2.2⟩, fun h => ⟨h.1, ⟨h.2.1, h.2.2.1⟩, h.2⟩⟩

/-- A pair is a spin orbital of the shell `l` exactly when `-l ≤ m_l ≤ l` and
`2 m_s = ±1`. -/
theorem mem_lsOrbitals {l : ℕ} {p : ℤ × ℤ} :
    p ∈ lsOrbitals l ↔ -(l : ℤ) ≤ p.1 ∧ p.1 ≤ l ∧ (p.2 = 1 ∨ p.2 = -1) := by
  simp only [lsOrbitals, Finset.mem_product, Finset.mem_Icc, Finset.mem_insert,
    Finset.mem_singleton, and_assoc]
```

Let f be a bijection from S onto S′ with w′(f(x)) = w(x). For A ⊆ S, injectivity gives

|f(A)| = |A| and Σ_{y ∈ f(A)} w′(y) = Σ_{x ∈ A} w(x),

which is `himg`. If f(A) = f(B) then A = B, by `hsub` used in both directions. Each B ⊆ S′ is the image of {x ∈ S : f(x) ∈ B}, which is `himage`. These supply the three goals of `Finset.card_bij` for the map A ↦ f(A).

```lean
/-- A weight-preserving bijection between two sets of one-particle states gives equal numbers
of `n`-element subsets of each total weight. -/
theorem microstates_eq_of_bijOn {α β : Type*} {S : Finset α} {S' : Finset β}
    {w : α → ℤ} {w' : β → ℤ} (f : α → β) (hf : Set.BijOn f S S')
    (hw : ∀ x ∈ S, w' (f x) = w x) (n : ℕ) (T : ℤ) :
    microstates S w n T = microstates S' w' n T := by
  classical
  -- the image of a subset keeps its particle number and its total weight
  have himg : ∀ A : Finset α, A ⊆ S →
      (A.image f).card = A.card ∧ ∑ y ∈ A.image f, w' y = ∑ x ∈ A, w x := by
    intro A hAS
    have hinj : Set.InjOn f A := hf.injOn.mono (Finset.coe_subset.mpr hAS)
    refine ⟨Finset.card_image_of_injOn hinj, ?_⟩
    rw [Finset.sum_image hinj]
    exact Finset.sum_congr rfl fun x hx => hw x (hAS hx)
  -- a subset is recovered from its image
  have hsub : ∀ A B : Finset α, A ⊆ S → B ⊆ S → A.image f = B.image f → A ⊆ B := by
    intro A B hA hB h x hx
    have hx' : f x ∈ B.image f := by
      rw [← h]
      exact Finset.mem_image_of_mem f hx
    obtain ⟨y, hy, hyx⟩ := Finset.mem_image.mp hx'
    have hxy : y = x :=
      hf.injOn (Finset.mem_coe.mpr (hB hy)) (Finset.mem_coe.mpr (hA hx)) hyx
    subst hxy
    exact hy
  unfold microstates
  refine Finset.card_bij (fun A _ => A.image f) ?_ ?_ ?_
  · intro A hA
    simp only [Finset.mem_filter, Finset.mem_powersetCard] at hA ⊢
    obtain ⟨⟨hAS, hc⟩, hs⟩ := hA
    refine ⟨⟨?_, (himg A hAS).1.trans hc⟩, (himg A hAS).2.trans hs⟩
    intro y hy
    obtain ⟨x, hx, rfl⟩ := Finset.mem_image.mp hy
    exact Finset.mem_coe.mp (hf.mapsTo (Finset.mem_coe.mpr (hAS hx)))
  · intro A hA B hB h
    have hAS : A ⊆ S := (Finset.mem_powersetCard.mp (Finset.mem_filter.mp hA).1).1
    have hBS : B ⊆ S := (Finset.mem_powersetCard.mp (Finset.mem_filter.mp hB).1).1
    exact Finset.Subset.antisymm (hsub A B hAS hBS h) (hsub B A hBS hAS h.symm)
  · intro B hB
    simp only [Finset.mem_filter, Finset.mem_powersetCard] at hB
    obtain ⟨⟨hBS, hc⟩, hs⟩ := hB
    -- the preimage inside `S` maps onto `B`
    have himage : (S.filter (fun x => f x ∈ B)).image f = B := by
      ext y
      simp only [Finset.mem_image, Finset.mem_filter]
      constructor
      · rintro ⟨x, ⟨_, hx⟩, rfl⟩
        exact hx
      · intro hy
        obtain ⟨x, hx, rfl⟩ := hf.surjOn (Finset.mem_coe.mpr (hBS hy))
        exact ⟨x, ⟨Finset.mem_coe.mp hx, hy⟩, rfl⟩
    have h := himg (S.filter (fun x => f x ∈ B)) (Finset.filter_subset _ _)
    rw [himage] at h
    exact ⟨S.filter (fun x => f x ∈ B), Finset.mem_filter.mpr
      ⟨Finset.mem_powersetCard.mpr ⟨Finset.filter_subset _ _, h.1.symm.trans hc⟩,
        h.2.symm.trans hs⟩, himage⟩
```

The relabelling is such a bijection. Spin-up orbitals give 2m_j from −2l + 1 to 2l + 1, and (−l, ↓) gives −(2l + 1), all within j = l + 1/2. The remaining spin-down orbitals give −2l + 1 to 2l − 1, within j = l − 1/2. Two distinct orbitals with equal m_j have the form (m, ↑) and (m + 1, ↓), and m + 1 > −l sends the second to the lower j. A state (2l + 1, μ) with μ ≠ −(2l + 1) comes from m_l = (μ − 1)/2 with spin up, and any other state from m_l = (μ + 1)/2 with spin down. With the case distinction recorded in `spec`, `omega` does the integer arithmetic.

```lean
/-- The relabelling `lsToJJ` is a bijection from the spin orbitals of the shell `l` onto its
jj states. -/
theorem lsToJJ_bijOn (l : ℕ) : Set.BijOn (lsToJJ l) (lsOrbitals l) (jjStates l) := by
  have spec : ∀ p : ℤ × ℤ,
      (((p.2 = 1 ∨ p.1 = -(l : ℤ)) ∧ (lsToJJ l p).1 = 2 * (l : ℤ) + 1) ∨
        (¬ (p.2 = 1 ∨ p.1 = -(l : ℤ)) ∧ (lsToJJ l p).1 = 2 * (l : ℤ) - 1)) ∧
      (lsToJJ l p).2 = 2 * p.1 + p.2 := by
    intro p
    refine ⟨?_, rfl⟩
    by_cases h : p.2 = 1 ∨ p.1 = -(l : ℤ)
    · exact Or.inl ⟨h, by simp only [lsToJJ, if_pos h]⟩
    · exact Or.inr ⟨h, by simp only [lsToJJ, if_neg h]⟩
  have mk : ∀ a b : ℤ, ∃ p : ℤ × ℤ, p.1 = a ∧ p.2 = b := fun a b => ⟨(a, b), rfl, rfl⟩
  refine ⟨?_, ?_, ?_⟩
  · intro p hp
    rw [Finset.mem_coe, mem_lsOrbitals] at hp
    have s := spec p
    simp only [Finset.mem_coe, jjStates, Finset.mem_union, mem_jShell, InMultiplet]
    omega
  · -- two orbitals with the same `m_j` are sent to different `j`
    intro p hp q hq h
    rw [Finset.mem_coe, mem_lsOrbitals] at hp hq
    have s1 := spec p
    have s2 := spec q
    rw [h] at s1
    apply Prod.ext <;> omega
  · intro y hy
    simp only [Finset.mem_coe, jjStates, Finset.mem_union, mem_jShell, InMultiplet] at hy
    by_cases hc : y.1 = 2 * (l : ℤ) + 1 ∧ y.2 ≠ -(2 * (l : ℤ) + 1)
    · -- preimage with spin up
      obtain ⟨p, h1, h2⟩ := mk ((y.2 - 1) / 2) 1
      have s := spec p
      refine ⟨p, ?_, ?_⟩
      · rw [Finset.mem_coe, mem_lsOrbitals]
        omega
      · apply Prod.ext <;> omega
    · -- preimage with spin down
      obtain ⟨p, h1, h2⟩ := mk ((y.2 + 1) / 2) (-1)
      have s := spec p
      refine ⟨p, ?_, ?_⟩
      · rw [Finset.mem_coe, mem_lsOrbitals]
        omega
      · apply Prod.ext <;> omega
```

Combining the two gives `lsCount l n T = jjCount l n T` for all l, n and T, including l = 0.

```lean
/-- For every `l`, `n` and `T`, the `n`-element subsets of LS spin orbitals with total
`2 M_J = T` are as many as the `n`-element subsets of jj states with the same total. -/
theorem lsCount_eq_jjCount (l n : ℕ) (T : ℤ) : lsCount l n T = jjCount l n T :=
  microstates_eq_of_bijOn (w := lsTwoMJ) (w' := fun p : ℤ × ℤ => p.2) (lsToJJ l)
    (lsToJJ_bijOn l) (fun _ _ => rfl) n T
```

## Equal J content

For an integer K ≥ 0, a multiplet contains K exactly when its doubled angular momentum equals K or it contains K + 2, and these cases exclude each other (`key`, `excl`). Write mult(K) for the number of times K occurs in the multiset c, and N for its multiplet count; K is called J in the Lean statements. Induction over c adds this up:

N(K) = mult(K) + N(K + 2).

```lean
/-- The multiplets containing the doubled projection `J ≥ 0` are those with doubled angular
momentum `J` together with those containing `J + 2`. -/
theorem multipletCount_step (c : Multiset ℕ) (J : ℕ) :
    multipletCount c J = c.count J + multipletCount c ((J : ℤ) + 2) := by
  induction c using Multiset.induction_on with
  | empty => simp [multipletCount]
  | cons a s ih =>
    have key : InMultiplet (a : ℤ) (J : ℤ) ↔ (J = a ∨ InMultiplet (a : ℤ) ((J : ℤ) + 2)) := by
      unfold InMultiplet
      omega
    have excl : ¬ (J = a ∧ InMultiplet (a : ℤ) ((J : ℤ) + 2)) := by
      unfold InMultiplet
      omega
    simp only [multipletCount, Multiset.countP_cons, Multiset.count_cons] at ih ⊢
    split_ifs <;> first | omega | (exfalso; tauto)

/-- In a J content of `N`, the count at doubled projection `J` equals the multiplicity of the
value `J` plus the count at `J + 2`. -/
theorem IsJContent.count_step {N : ℤ → ℕ} {c : Multiset ℕ} (h : IsJContent N c) (J : ℕ) :
    N J = c.count J + N ((J : ℤ) + 2) := by
  rw [h (J : ℤ), h ((J : ℤ) + 2)]
  exact multipletCount_step c J
```

Hence mult(K) = N(K) − N(K + 2) is fixed by N, and two J contents of one N coincide.

```lean
/-- A state count has at most one J content. -/
theorem IsJContent.unique {N : ℤ → ℕ} {c d : Multiset ℕ} (hc : IsJContent N c)
    (hd : IsJContent N d) : c = d := by
  refine Multiset.ext.mpr fun J => ?_
  have h1 := hc.count_step J
  have h2 := hd.count_step J
  omega
```

The theorem `jContent_agree` is conditional: if c is a J content of the LS counts and d one of the jj counts, then c = d. That a J content exists for general n, and that its entries are the doubled quantum numbers of the total angular momentum, is left to angular momentum theory and not proved here. As a hand illustration only, p² has N = 2, 3, 5 at 2M_J = 4, 2, 0 and N = 0 at 2M_J = 6, giving, with J no longer doubled, J = 2 twice, J = 1 once and J = 0 twice.

```lean
/-- A J content of the LS counts of `n` electrons in the shell `l` equals a J content of the
jj counts: the same values of `J` occur with the same multiplicities. -/
theorem jContent_agree {l n : ℕ} {c d : Multiset ℕ} (hc : IsJContent (lsCount l n) c)
    (hd : IsJContent (jjCount l n) d) : c = d :=
  hc.unique fun T => (lsCount_eq_jjCount l n T).trans (hd T)
```

## One electron

One-element subsets of weight T correspond to states of weight T.

```lean
/-- One-element subsets of total weight `T` are as many as the one-particle states of
weight `T`. -/
theorem microstates_one {α : Type*} (S : Finset α) (w : α → ℤ) (T : ℤ) :
    microstates S w 1 T = (S.filter (fun x => w x = T)).card := by
  unfold microstates
  rw [Finset.powersetCard_one, Finset.filter_map, Finset.card_map]
  congr 1
  ext x
  simp
```

Each subshell holds a projection T once or not at all (`hs`), and the two subshells are disjoint (`hd`), so {2l + 1, 2l − 1} is a J content of the jj counts and, by the equality of counts, of the LS counts. The hypothesis `1 ≤ l` is needed: at l = 0 the natural-number difference `2 * l - 1` is 0, and a J = 0 multiplet would require a state with T = 0, which one s electron does not have.

```lean
/-- For one electron with `l ≥ 1`, the values `2J = 2l + 1` and `2J = 2l - 1` form a
J content of both the LS counts and the jj counts. -/
theorem jContent_witness (l : ℕ) (hl : 1 ≤ l) :
    IsJContent (lsCount l 1) {2 * l + 1, 2 * l - 1} ∧
      IsJContent (jjCount l 1) {2 * l + 1, 2 * l - 1} := by
  have hjj : IsJContent (jjCount l 1) {2 * l + 1, 2 * l - 1} := by
    intro T
    -- each subshell holds a given projection once or not at all
    have hs : ∀ J : ℤ, ((jShell J).filter (fun p => p.2 = T)).card =
        if InMultiplet J T then 1 else 0 := by
      intro J
      split_ifs with h
      · rw [Finset.card_eq_one]
        refine ⟨(J, T), ?_⟩
        ext p
        simp only [Finset.mem_filter, mem_jShell, Finset.mem_singleton, Prod.ext_iff]
        constructor
        · rintro ⟨⟨h1, _⟩, h2⟩
          exact ⟨h1, h2⟩
        · rintro ⟨h1, h2⟩
          have h2' : p.2 = T := h2
          exact ⟨⟨h1, by rw [h2']; exact h⟩, h2'⟩
      · rw [Finset.card_eq_zero, Finset.filter_eq_empty_iff]
        intro p hp h2
        have h2' : p.2 = T := h2
        have h3 := (mem_jShell.mp hp).2
        rw [h2'] at h3
        exact h h3
    have hd : Disjoint ((jShell (2 * (l : ℤ) + 1)).filter (fun p => p.2 = T))
        ((jShell (2 * (l : ℤ) - 1)).filter (fun p => p.2 = T)) := by
      rw [Finset.disjoint_left]
      intro p hp hq
      have a := (mem_jShell.mp (Finset.mem_filter.mp hp).1).1
      have b := (mem_jShell.mp (Finset.mem_filter.mp hq).1).1
      omega
    have h1 : jjCount l 1 T = ((jjStates l).filter (fun p => p.2 = T)).card :=
      microstates_one (jjStates l) (fun p => p.2) T
    have ec : ({2 * l + 1, 2 * l - 1} : Multiset ℕ) = (2 * l + 1) ::ₘ (2 * l - 1) ::ₘ 0 := rfl
    have e1 : ((2 * l + 1 : ℕ) : ℤ) = 2 * (l : ℤ) + 1 := by omega
    have e2 : ((2 * l - 1 : ℕ) : ℤ) = 2 * (l : ℤ) - 1 := by omega
    rw [h1, jjStates, Finset.filter_union, Finset.card_union_of_disjoint hd, hs, hs, ec]
    simp only [multipletCount, Multiset.countP_cons, Multiset.countP_zero, e1, e2]
    split_ifs <;> rfl
  exact ⟨fun T => (lsCount_eq_jjCount l 1 T).trans (hjj T), hjj⟩

end JJLSCounting
```

```lean
#print axioms JJLSCounting.jContent_agree
```

```
'JJLSCounting.jContent_agree' depends on axioms: [propext, Classical.choice, Quot.sound]
```
